# How a sublattice potential closes and reopens the spin-orbit gap in a honeycomb Dirac model

In a honeycomb sheet, spin-orbit coupling opens a gap at the two valleys, the corners of the Brillouin zone where the bands would otherwise touch. An energy difference between the two sublattices also opens a gap. What happens when both are present?

At a valley centre the two sublattices decouple, and the energies are \(\pm(M+L)\) or \(\pm(M-L)\), depending on valley and spin. Here \(\pm M\) are the on-site energies of the two sublattices and \(L\) is the spin-orbit strength. Take \(L=1\):

| \(M\) | splitting \(2\lvert M+1\rvert\) | splitting \(2\lvert M-1\rvert\) | smaller one |
|---|---|---|---|
| 0 | 2 | 2 | 2 |
| 1 | 4 | 0 | 0 |
| 2 | 6 | 2 | 2 |

The two mechanisms add in one pair of valley-spin sectors and compete in the other. The problems below extend this to all wave vectors and all real \(M\) and \(L\).

## The Hamiltonian and its gap

For valley \(t=\pm1\) and spin \(s=\pm1\), let
\[
H=v(k_x\sigma_x+t\,k_y\sigma_y)+m\,\sigma_z,\qquad m=M+tsL .
\]
The Pauli matrices act on the two sublattice amplitudes, \((k_x,k_y)\) is measured from the valley centre, and \(v\) is the Dirac velocity with \(\hbar\) absorbed. The letter \(t\) is a valley sign, not a hopping energy. Many texts put this sign on \(k_x\); the two forms coincide for \(t=1\), and conjugation by \(\sigma_z\) relates them for \(t=-1\).

In Lean 4 with Mathlib:

```lean
import Mathlib

open Set

namespace HoneycombSpinOrbitGap

noncomputable section

/-- The Pauli matrix `σ_x`. -/
def sigmaX : Matrix (Fin 2) (Fin 2) ℂ := !![0, 1; 1, 0]

/-- The Pauli matrix `σ_y`. -/
def sigmaY : Matrix (Fin 2) (Fin 2) ℂ := !![0, -Complex.I; Complex.I, 0]

/-- The Pauli matrix `σ_z`. -/
def sigmaZ : Matrix (Fin 2) (Fin 2) ℂ := !![1, 0; 0, -1]
```

The signs have type `ℤˣ`, the invertible integers, which are exactly \(1\) and \(-1\). The parameters and wave-vector components are real, and the matrix entries are complex.

```lean
/-- The Dirac mass `M + t s L` in valley `t = ±1` for spin `s = ±1`, with sublattice
potential `M` and spin-orbit strength `L`. -/
def mass (M L : ℝ) (t s : ℤˣ) : ℝ := M + ((t : ℤ) : ℝ) * ((s : ℤ) : ℝ) * L

/-- The Hamiltonian `v (k_x σ_x + t k_y σ_y) + (M + t s L) σ_z` of valley `t` and spin `s`. -/
def diracH (v M L : ℝ) (t s : ℤˣ) (kx ky : ℝ) : Matrix (Fin 2) (Fin 2) ℂ :=
  (v : ℂ) • ((kx : ℂ) • sigmaX + (((t : ℤ) : ℂ) * (ky : ℂ)) • sigmaY)
    + (mass M L t s : ℂ) • sigmaZ
```

Two real numbers form a level pair when they are the roots of the secular determinant, counted with multiplicity. `directGaps` collects the distance between them for every wave vector, valley and spin, and `sheetGap` is the infimum of these distances. In general the smallest splitting at a fixed wave vector need not be the band gap. Here the two energies are always opposite, as (b) shows, so it equals the distance between the top of the lower bands and the bottom of the upper bands.

```lean
/-- `E₁` and `E₂` are the two eigenvalues of `A`, counted with multiplicity: the secular
determinant `det (z - A)` is `(z - E₁) (z - E₂)`. -/
def IsLevelPair (A : Matrix (Fin 2) (Fin 2) ℂ) (E₁ E₂ : ℝ) : Prop :=
  ∀ z : ℂ, (z • (1 : Matrix (Fin 2) (Fin 2) ℂ) - A).det = (z - E₁) * (z - E₂)

/-- All distances between the two eigenvalues at one wave vector, for every wave vector,
valley and spin. -/
def directGaps (v M L : ℝ) : Set ℝ :=
  {d | ∃ (kx ky : ℝ) (t s : ℤˣ) (E₁ E₂ : ℝ),
    IsLevelPair (diracH v M L t s kx ky) E₁ E₂ ∧ d = |E₁ - E₂|}

/-- The gap of the sheet: the infimum of the distances between the two eigenvalues. -/
def sheetGap (v M L : ℝ) : ℝ := sInf (directGaps v M L)
```

The electrons are non-interacting, the out-of-plane spin is conserved, and \(k\) runs over the whole plane. The step from a lattice Hamiltonian to these four Dirac blocks, valid near the valley centres, is assumed. Within that approximation, the results describe how the band gap of a buckled honeycomb sheet responds to a perpendicular electric field, which acts as a sublattice potential.

## (a) The secular determinant

Show that, for every complex \(z\),
\[
\det(z-H)=z^2-v^2(k_x^2+k_y^2)-m^2 .
\]

**Solution.** Written out,
\[
H=\begin{pmatrix} m & v(k_x-it k_y)\\ v(k_x+it k_y) & -m\end{pmatrix}.
\]
Hence
\[
\det(z-H)=(z-m)(z+m)-v^2(k_x-itk_y)(k_x+itk_y).
\]
The last product is \(k_x^2+t^2k_y^2=k_x^2+k_y^2\), because \(t^2=1\).

The proof expands the determinant, treats the two values of \(t\) separately, and uses \(i^2=-1\) in the `linear_combination` step.

```lean
/-- The secular determinant of the Dirac Hamiltonian is `z² - v² k² - (M + t s L)²`. -/
theorem secular_det (v M L : ℝ) (t s : ℤˣ) (kx ky : ℝ) (z : ℂ) :
    (z • (1 : Matrix (Fin 2) (Fin 2) ℂ) - diracH v M L t s kx ky).det
      = z ^ 2 - ((v ^ 2 * (kx ^ 2 + ky ^ 2) + mass M L t s ^ 2 : ℝ) : ℂ) := by
  rw [Matrix.det_fin_two]
  rcases Int.units_eq_one_or t with rfl | rfl <;>
    simp [diracH, sigmaX, sigmaY, sigmaZ] <;>
    linear_combination ((v : ℂ) ^ 2 * (ky : ℂ) ^ 2) * Complex.I_sq
```

## (b) The two energies

Show that real numbers \(E_1,E_2\) are the two eigenvalues of \(H\) exactly when
\[
E_2=-E_1,\qquad E_1^2=v^2(k_x^2+k_y^2)+m^2 .
\]

**Solution.** Call the right-hand side of the second equation \(\varepsilon^2\). If \(z^2-\varepsilon^2=(z-E_1)(z-E_2)\) for all \(z\), then \(z=0\) gives \(-\varepsilon^2=E_1E_2\), and \(z=1\) gives
\[
1-\varepsilon^2=1-(E_1+E_2)+E_1E_2 .
\]
Subtracting yields \(E_1+E_2=0\), so \(E_1^2=-E_1E_2=\varepsilon^2\). Conversely, these two equations give \((z-E_1)(z+E_1)=z^2-\varepsilon^2\).

The equations `a` and `b` are the same two evaluations, carried from complex to real numbers by `exact_mod_cast`.

```lean
/-- The two eigenvalues are opposite, and their common square is `v² k² + (M + t s L)²`. -/
theorem levelPair_iff (v M L : ℝ) (t s : ℤˣ) (kx ky E₁ E₂ : ℝ) :
    IsLevelPair (diracH v M L t s kx ky) E₁ E₂ ↔
      E₂ = -E₁ ∧ E₁ ^ 2 = v ^ 2 * (kx ^ 2 + ky ^ 2) + mass M L t s ^ 2 := by
  constructor
  · intro h
    -- compare the secular determinant with its factorised form at z = 0 and z = 1
    have h0 := h 0
    have h1 := h 1
    rw [secular_det] at h0 h1
    have a : (0 : ℝ) ^ 2 - (v ^ 2 * (kx ^ 2 + ky ^ 2) + mass M L t s ^ 2)
        = (0 - E₁) * (0 - E₂) := by exact_mod_cast h0
    have b : (1 : ℝ) ^ 2 - (v ^ 2 * (kx ^ 2 + ky ^ 2) + mass M L t s ^ 2)
        = (1 - E₁) * (1 - E₂) := by exact_mod_cast h1
    have hs : E₂ = -E₁ := by linear_combination b - a
    exact ⟨hs, by linear_combination a + E₁ * hs⟩
  · rintro ⟨rfl, h⟩ z
    rw [secular_det, ← h]
    push_cast
    ring
```

## (c) A lower bound on the mass

Show that every valley and spin satisfies
\[
(|M|-|L|)^2\le m^2 .
\]

**Solution.** Since \((ts)^2=1\),
\[
m^2=M^2+L^2+2tsML\ge M^2+L^2-2|M||L|=(|M|-|L|)^2 .
\]

The proof checks the four sign choices. In each, `nlinarith` uses \(-|ML|\le ML\le|ML|\).

```lean
/-- In every valley and for either spin, the squared mass is at least `(|M| - |L|)²`. -/
theorem mass_sq_ge (M L : ℝ) (t s : ℤˣ) : (|M| - |L|) ^ 2 ≤ mass M L t s ^ 2 := by
  rcases Int.units_eq_one_or t with rfl | rfl <;>
    rcases Int.units_eq_one_or s with rfl | rfl <;>
    simp only [mass, Units.val_one, Units.val_neg, Int.cast_one, Int.cast_neg] <;>
    nlinarith [sq_abs M, sq_abs L, neg_abs_le (M * L), le_abs_self (M * L), abs_mul M L]
```

## (d) The sector with the smallest mass

Show that some choice of \(t\) and \(s\) gives
\[
m^2=(|M|-|L|)^2 .
\]

**Solution.** If \(ML\ge0\), take \(t=1,\ s=-1\). Then \(m=M-L\), and \(ML=|M||L|\) gives
\[
m^2=M^2+L^2-2|M||L| .
\]
If \(ML\le0\), take \(t=s=1\). Then \(m=M+L\), and \(ML=-|M||L|\) gives the same value.

The proof makes the same case distinction and supplies the same signs.

```lean
/-- Some valley and spin have a squared mass of exactly `(|M| - |L|)²`. -/
theorem exists_mass_sq_eq (M L : ℝ) : ∃ t s : ℤˣ, mass M L t s ^ 2 = (|M| - |L|) ^ 2 := by
  rcases le_total 0 (M * L) with h | h
  · have e : |M| * |L| = M * L := by rw [← abs_mul, abs_of_nonneg h]
    have hm : mass M L 1 (-1) = M - L := by simp [mass, sub_eq_add_neg]
    refine ⟨1, -1, ?_⟩
    rw [hm]
    linear_combination 2 * e - sq_abs M - sq_abs L
  · have e : |M| * |L| = -(M * L) := by rw [← abs_mul, abs_of_nonpos h]
    have hm : mass M L 1 1 = M + L := by simp [mass]
    refine ⟨1, 1, ?_⟩
    rw [hm]
    linear_combination 2 * e - sq_abs M - sq_abs L
```

## (e) The smallest splitting

Show that the least distance between the two eigenvalues, over all real \(k_x,k_y\) and all signs, is
\[
\min|E_1-E_2|=2\,\bigl||M|-|L|\bigr| .
\]

**Solution.** By (b) and (c),
\[
|E_1-E_2|=2|E_1|=2\sqrt{v^2(k_x^2+k_y^2)+m^2}\ge2|m|\ge2\,\bigl||M|-|L|\bigr| .
\]
At \(k_x=k_y=0\), the signs from (d) turn both inequalities into equalities. With \(M=0\) the result is the pure spin-orbit gap \(2|L|\); with \(L=0\) it is the pure sublattice gap \(2|M|\).

`IsLeast` says that the value belongs to the set and bounds it from below; the proof establishes these in that order. The lower bound compares squares, and `sq_le_sq` converts the comparison to absolute values. No condition on \(v\) is needed: at \(v=0\) the bands are flat and the minimum is the same.

```lean
/-- The smallest distance between the two eigenvalues, over all wave vectors, valleys and
spins, is `2 ||M| - |L||`. -/
theorem isLeast_directGaps (v M L : ℝ) :
    IsLeast (directGaps v M L) (2 * |(|M| - |L|)|) := by
  have habs : ∀ x : ℝ, |x - -x| = 2 * |x| := fun x => by
    rw [sub_neg_eq_add, ← two_mul, abs_mul, abs_two]
  constructor
  · -- the minimum sits at the valley centre k = 0
    obtain ⟨t, s, hm⟩ := exists_mass_sq_eq M L
    refine ⟨0, 0, t, s, |M| - |L|, -(|M| - |L|), ?_, (habs _).symm⟩
    rw [levelPair_iff]
    exact ⟨rfl, by rw [hm]; ring⟩
  · rintro d ⟨kx, ky, t, s, E₁, E₂, h, rfl⟩
    obtain ⟨rfl, hE⟩ := (levelPair_iff v M L t s kx ky E₁ E₂).1 h
    have hk : 0 ≤ v ^ 2 * (kx ^ 2 + ky ^ 2) := by positivity
    have hle : |(|M| - |L|)| ≤ |E₁| :=
      sq_le_sq.1 (by linarith [mass_sq_ge M L t s])
    rw [habs]
    linarith
```

## (f) The allowed energies

For \(v\ne0\), show that a real energy \(E\) occurs at some wave vector, valley and spin exactly when
\[
|E|\ge\bigl||M|-|L|\bigr| .
\]

**Solution.** If \(E\) occurs, (a) gives \(E^2=v^2(k_x^2+k_y^2)+m^2\), and (c) gives the bound. Conversely, choose the signs from (d) and set
\[
k_x=\frac{\sqrt{E^2-(|M|-|L|)^2}}{v},\qquad k_y=0 .
\]
Then \(v^2k_x^2+m^2=E^2\), so the determinant vanishes.

The condition \(v\neq0\) matters here. For \(v=0,\ M=0,\ L=1\) the only energies are \(\pm1\), so \(E=2\) satisfies the inequality but never occurs.

In the second half of the proof, `hk` verifies the chosen wave number, and `linear_combination` inserts it into the secular equation.

```lean
/-- For nonzero velocity `v`, a real energy `E` is an eigenvalue at some wave vector, valley
and spin exactly when `|E| ≥ ||M| - |L||`. -/
theorem energy_mem_bands_iff {v : ℝ} (hv : v ≠ 0) (M L E : ℝ) :
    (∃ (kx ky : ℝ) (t s : ℤˣ),
      ((E : ℂ) • (1 : Matrix (Fin 2) (Fin 2) ℂ) - diracH v M L t s kx ky).det = 0) ↔
      |(|M| - |L|)| ≤ |E| := by
  constructor
  · rintro ⟨kx, ky, t, s, h⟩
    rw [secular_det] at h
    have h' : E ^ 2 - (v ^ 2 * (kx ^ 2 + ky ^ 2) + mass M L t s ^ 2) = 0 := by
      exact_mod_cast h
    have hk : 0 ≤ v ^ 2 * (kx ^ 2 + ky ^ 2) := by positivity
    exact sq_le_sq.1 (by linarith [mass_sq_ge M L t s])
  · intro h
    obtain ⟨t, s, hm⟩ := exists_mass_sq_eq M L
    have hr : 0 ≤ E ^ 2 - (|M| - |L|) ^ 2 := sub_nonneg.2 (sq_le_sq.2 h)
    -- the wave number at which the band reaches the energy E
    have hk : v ^ 2 * (√(E ^ 2 - (|M| - |L|) ^ 2) / v) ^ 2 = E ^ 2 - (|M| - |L|) ^ 2 := by
      rw [div_pow, Real.sq_sqrt hr]
      field_simp
    refine ⟨√(E ^ 2 - (|M| - |L|) ^ 2) / v, 0, t, s, ?_⟩
    rw [secular_det]
    have h' : E ^ 2 - (v ^ 2 * ((√(E ^ 2 - (|M| - |L|) ^ 2) / v) ^ 2 + 0 ^ 2)
        + mass M L t s ^ 2) = 0 := by linear_combination -hk - hm
    exact_mod_cast h'
```

## (g) Closing and reopening

Write \(\Delta(M)\) for the gap at fixed \(v\) and \(L\). Show that it strictly decreases on \(0\le M\le|L|\), strictly increases on \(M\ge|L|\), and satisfies
\[
\Delta(|L|)=0 .
\]

**Solution.** By (e), for \(M\ge0\),
\[
\Delta(M)=\begin{cases}2(|L|-M), & 0\le M\le|L|,\\ 2(M-|L|), & M\ge|L|.\end{cases}
\]
The first branch has slope \(-2\), the second has slope \(+2\), and both vanish at \(M=|L|\). If \(L=0\), the first interval is a single point and the gap simply opens from zero.

`StrictAntiOn` and `StrictMonoOn` express the decrease and the increase on the intervals `Icc 0 |L|` and `Ici |L|`. The step `hgap` identifies the infimum with the minimum from (e); the rest removes absolute values on each branch.

```lean
/-- As the sublattice potential `M` grows from zero, the gap strictly decreases up to
`M = |L|`, vanishes there, and strictly increases beyond. -/
theorem gap_closes_and_reopens (v L : ℝ) :
    StrictAntiOn (fun M => sheetGap v M L) (Icc 0 |L|) ∧
      sheetGap v |L| L = 0 ∧
      StrictMonoOn (fun M => sheetGap v M L) (Ici |L|) := by
  have hgap : ∀ M, sheetGap v M L = 2 * |(|M| - |L|)| := fun M =>
    (isLeast_directGaps v M L).csInf_eq
  refine ⟨?_, ?_, ?_⟩
  · intro a ha b hb hab
    simp only [hgap]
    rw [abs_of_nonneg ha.1, abs_of_nonneg hb.1, abs_of_nonpos (sub_nonpos.2 ha.2),
      abs_of_nonpos (sub_nonpos.2 hb.2)]
    linarith
  · rw [hgap]
    simp
  · intro a ha b hb hab
    have ha' : |L| ≤ a := ha
    have hb' : |L| ≤ b := hb
    simp only [hgap]
    rw [abs_of_nonneg ((abs_nonneg L).trans ha'), abs_of_nonneg ((abs_nonneg L).trans hb'),
      abs_of_nonneg (sub_nonneg.2 ha'), abs_of_nonneg (sub_nonneg.2 hb')]
    linarith
```

## (h) Telling the two gapped regimes apart

Write \(m_t\) for the mass in valley \(t\) at fixed spin \(s\). Show that
\[
m_{+}\,m_{-}<0\quad\Longleftrightarrow\quad|M|<|L| .
\]

**Solution.** The product is
\[
(M+sL)(M-sL)=M^2-L^2,
\]
because \(s^2=1\). It is negative exactly when \(|M|<|L|\).

Equal gaps on the two sides of the closing point therefore belong to different mass patterns: opposite signs in the two valleys when spin-orbit coupling dominates, equal signs when the sublattice potential does. In the usual interpretation these are the quantum spin Hall and the ordinary insulator, although no topological invariant is computed here.

The proof establishes the product as `hp` for each spin, then compares squares with `sq_lt_sq`.

```lean
/-- For either spin, the masses in the two valleys have opposite signs exactly when
`|M| < |L|`. -/
theorem valley_masses_opposite_iff (M L : ℝ) (s : ℤˣ) :
    mass M L 1 s * mass M L (-1) s < 0 ↔ |M| < |L| := by
  have hp : mass M L 1 s * mass M L (-1) s = M ^ 2 - L ^ 2 := by
    rcases Int.units_eq_one_or s with rfl | rfl <;>
      simp only [mass, Units.val_one, Units.val_neg, Int.cast_one, Int.cast_neg] <;>
      ring
  rw [hp, sub_neg, sq_lt_sq]

end

end HoneycombSpinOrbitGap
```

```lean
#print axioms HoneycombSpinOrbitGap.energy_mem_bands_iff
#print axioms HoneycombSpinOrbitGap.gap_closes_and_reopens
#print axioms HoneycombSpinOrbitGap.valley_masses_opposite_iff
```

```
'HoneycombSpinOrbitGap.energy_mem_bands_iff' depends on axioms: [propext, Classical.choice, Quot.sound]
'HoneycombSpinOrbitGap.gap_closes_and_reopens' depends on axioms: [propext, Classical.choice, Quot.sound]
'HoneycombSpinOrbitGap.valley_masses_opposite_iff' depends on axioms: [propext, Classical.choice, Quot.sound]
```
